# Löwdin's rule for one-body matrix elements between non-orthogonal Slater determinants

Take two two-fermion determinants, each with the usual factor $1/\sqrt2$ and no further normalisation, one with orbitals $f_0,f_1$ and one with $g_0,g_1$, and let $S_{ij}=\langle f_i,g_j\rangle$; a one-body operator with matrix $h$ replaces one $g_j$ at a time by $hg_j$, so its matrix element between them is

$$\begin{vmatrix}\langle f_0,hg_0\rangle & S_{01}\\ \langle f_1,hg_0\rangle & S_{11}\end{vmatrix}+\begin{vmatrix}S_{00} & \langle f_0,hg_1\rangle\\ S_{10} & \langle f_1,hg_1\rangle\end{vmatrix}.$$

Expanding each determinant along its replaced column gives $\sum_{ij}\langle f_i,hg_j\rangle\,\mathrm{adj}(S)_{ji}$, which needs no inverse of $S$ and is proved below for any particle number in a finite-dimensional orbital space.

```lean
import Mathlib

open Matrix

namespace LowdinRule

noncomputable section

variable {ι H : Type*} [Fintype ι] [DecidableEq ι]
  [NormedAddCommGroup H] [InnerProductSpace ℂ H]

/-- Fermionic mode operators: `c p` creates and `a p` annihilates a particle in mode `p`,
the two are adjoint to each other, and `v` is a normalised vacuum. -/
structure IsFermionic {ι H : Type*} [DecidableEq ι] [NormedAddCommGroup H]
    [InnerProductSpace ℂ H] (a c : ι → H →ₗ[ℂ] H) (v : H) : Prop where
  anti : ∀ p q x, c p (c q x) + c q (c p x) = 0
  car : ∀ p q x, a p (c q x) + c q (a p x) = if p = q then x else 0
  adj : ∀ p x y, inner ℂ (c p x) y = inner ℂ x (a p y)
  vac : ∀ p, a p v = 0
  unit : ‖v‖ = 1

/-- The operator `c(f) = ∑ f_p c_p` creating a particle in the orbital `f`. -/
def create (c : ι → H →ₗ[ℂ] H) (f : ι → ℂ) : H →ₗ[ℂ] H := ∑ p, f p • c p

/-- The operator `a(f) = ∑ conj(f_p) a_p` annihilating a particle in the orbital `f`. -/
def annihilate (a : ι → H →ₗ[ℂ] H) (f : ι → ℂ) : H →ₗ[ℂ] H := ∑ p, star (f p) • a p

/-- The one-body operator `G(h) = ∑ h_pq c_p a_q`. -/
def oneBody (a c : ι → H →ₗ[ℂ] H) (h : Matrix ι ι ℂ) : H →ₗ[ℂ] H :=
  ∑ p, ∑ q, h p q • (c p ∘ₗ a q)

/-- The Slater determinant `c(g_0) ... c(g_(k-1)) v`, which is `v` itself for `k = 0`. -/
def slater (c : ι → H →ₗ[ℂ] H) (v : H) : {k : ℕ} → (Fin k → ι → ℂ) → H
  | 0, _ => v
  | _ + 1, g => create c (g 0) (slater c v (fun i => g i.succ))

/-- The matrix of orbital overlaps `S_ij = ⟨f_i, g_j⟩`. -/
def overlap {k : ℕ} (f g : Fin k → ι → ℂ) : Matrix (Fin k) (Fin k) ℂ :=
  Matrix.of fun i j => star (f i) ⬝ᵥ g j

variable {a c : ι → H →ₗ[ℂ] H} {v : H}

/-- Moving `a_p` past the creator of an orbital `g` leaves the amplitude `g_p`
and a change of sign. -/
theorem mode_create (hF : IsFermionic a c v) (p : ι) (g : ι → ℂ) (x : H) :
    a p (create c g x) = g p • x - create c g (a p x) := by
  have e : ∀ q, a p (c q x) = (if p = q then x else 0) - c q (a p x) :=
    fun q => eq_sub_of_add_eq (hF.car p q x)
  simp [create, LinearMap.sum_apply, e, smul_sub, Finset.sum_sub_distrib]

/-- The anticommutation relation for general orbitals:
`a(f) c(g) = ⟨f, g⟩ - c(g) a(f)`. -/
theorem annihilate_create (hF : IsFermionic a c v) (f g : ι → ℂ) (x : H) :
    annihilate a f (create c g x) =
      (star f ⬝ᵥ g) • x - create c g (annihilate a f x) := by
  have e : ∀ y, annihilate a f y = ∑ p, star (f p) • a p y := by
    intro y
    simp [annihilate, LinearMap.sum_apply]
  simp only [e, mode_create hF, smul_sub, Finset.sum_sub_distrib, map_sum, map_smul,
    dotProduct, Finset.sum_smul, mul_smul, Pi.star_apply]

/-- Annihilating the orbital `f` in a determinant gives an alternating sum of determinants
with one orbital removed, weighted by the overlaps `⟨f, g_j⟩`. -/
theorem annihilate_slater (hF : IsFermionic a c v) (f : ι → ℂ) {k : ℕ}
    (g : Fin (k + 1) → ι → ℂ) :
    annihilate a f (slater c v g) = ∑ j : Fin (k + 1),
      ((-1) ^ (j : ℕ) * (star f ⬝ᵥ g j)) • slater c v (fun i => g (j.succAbove i)) := by
  induction k with
  | zero =>
    have hv : annihilate a f v = 0 := by simp [annihilate, LinearMap.sum_apply, hF.vac]
    simp [slater, annihilate_create hF, hv]
  | succ k ih =>
    have e : slater c v g = create c (g 0) (slater c v fun i => g i.succ) := rfl
    -- removing a later orbital leaves the first creator in place
    have e2 : ∀ j : Fin (k + 1), slater c v (fun i => g (j.succ.succAbove i)) =
        create c (g 0) (slater c v fun i => g (j.succAbove i).succ) := by
      intro j
      simp only [slater, Fin.succ_succAbove_zero, Fin.succ_succAbove_succ]
    rw [e, annihilate_create hF, ih, Fin.sum_univ_succ (n := k + 1)]
    simp only [e2, map_sum, map_smul, Fin.succAbove_zero, Fin.val_zero, pow_zero, one_mul,
      Fin.val_succ, pow_succ, mul_neg, mul_one, neg_mul, neg_smul,
      Finset.sum_neg_distrib, sub_eq_add_neg]

/-- The commutator of a one-body operator with a creator: `G(h) c(g) = c(h g) + c(g) G(h)`. -/
theorem oneBody_create (hF : IsFermionic a c v) (h : Matrix ι ι ℂ) (g : ι → ℂ) (x : H) :
    oneBody a c h (create c g x) =
      create c (h *ᵥ g) x + create c g (oneBody a c h x) := by
  have e : ∀ y, oneBody a c h y = ∑ p, ∑ q, h p q • c p (a q y) := by
    intro y
    simp [oneBody, LinearMap.sum_apply]
  have e1 : ∀ u : ι → ℂ, ∀ y, create c u y = ∑ p, u p • c p y := by
    intro u y
    simp [create, LinearMap.sum_apply]
  -- two creators anticommute
  have e2 : ∀ p y, c p (create c g y) = -create c g (c p y) := by
    intro p y
    have s : ∀ q, c p (c q y) = -c q (c p y) :=
      fun q => eq_neg_of_add_eq_zero_left (hF.anti p q y)
    simp only [e1, map_sum, map_smul, s, smul_neg, Finset.sum_neg_distrib]
  rw [e1 (h *ᵥ g)]
  simp only [e, mode_create hF, map_sub, map_smul, e2, sub_neg_eq_add, smul_add,
    Finset.sum_add_distrib, map_sum, Matrix.mulVec, dotProduct, Finset.sum_smul, mul_smul]

/-- A one-body operator acts on a determinant by replacing one orbital `g_j` at a time
by `h g_j` and summing over `j`. -/
theorem oneBody_slater (hF : IsFermionic a c v) (h : Matrix ι ι ℂ) {k : ℕ}
    (g : Fin k → ι → ℂ) :
    oneBody a c h (slater c v g) =
      ∑ j, slater c v (Function.update g j (h *ᵥ g j)) := by
  induction k with
  | zero => simp [slater, oneBody, LinearMap.sum_apply, hF.vac]
  | succ k ih =>
    have e : slater c v g = create c (g 0) (slater c v fun i => g i.succ) := rfl
    rw [e, oneBody_create hF, ih, map_sum, Fin.sum_univ_succ]
    congr 1
    · refine Finset.sum_congr rfl fun j _ => ?_
      have t : (fun i : Fin k => Function.update g j.succ (h *ᵥ g j.succ) i.succ) =
          Function.update (fun i : Fin k => g i.succ) j (h *ᵥ g j.succ) := by
        funext i
        simp [Function.update_apply]
      change _ = create c (Function.update g j.succ (h *ᵥ g j.succ) 0)
        (slater c v fun i => Function.update g j.succ (h *ᵥ g j.succ) i.succ)
      rw [t, Function.update_of_ne (Fin.succ_ne_zero j).symm]

/-- **Löwdin's rule**: the matrix element of a one-body operator between two determinants of
arbitrary orbitals is `∑_ij ⟨f_i, h g_j⟩ adj(S)_ji`, with `S` the matrix of overlaps. -/
theorem lowdin_rule (hF : IsFermionic a c v) (h : Matrix ι ι ℂ) {k : ℕ}
    (f g : Fin k → ι → ℂ) :
    inner ℂ (slater c v f) (oneBody a c h (slater c v g)) =
      ∑ i, ∑ j, (star (f i) ⬝ᵥ h *ᵥ g j) * (overlap f g).adjugate j i := by
  -- overlaps of determinants, by expansion along the first row
  have ov : ∀ (n : ℕ) (f g : Fin n → ι → ℂ),
      inner ℂ (slater c v f) (slater c v g) = (overlap f g).det := by
    intro n
    induction n with
    | zero =>
      intro f g
      simp [slater, inner_self_eq_norm_sq_to_K, hF.unit]
    | succ n ih =>
      intro f g
      have e : slater c v f = create c (f 0) (slater c v fun i => f i.succ) := rfl
      have ad : ∀ x y, inner ℂ (create c (f 0) x) y = inner ℂ x (annihilate a (f 0) y) := by
        intro x y
        simp [create, annihilate, LinearMap.sum_apply, hF.adj]
        exact Finset.sum_congr rfl fun p _ => mul_comm _ _
      rw [e, ad, annihilate_slater hF, inner_sum, Matrix.det_succ_row_zero]
      refine Finset.sum_congr rfl fun j _ => ?_
      rw [inner_smul_right, ih]
      rfl
  -- replacing an orbital replaces a column of `S`; Cramer's rule gives the adjugate
  have step : ∀ j, inner ℂ (slater c v f) (slater c v (Function.update g j (h *ᵥ g j))) =
      ∑ i, (star (f i) ⬝ᵥ h *ᵥ g j) * (overlap f g).adjugate j i := by
    intro j
    have t : overlap f (Function.update g j (h *ᵥ g j)) =
        (overlap f g).updateCol j (fun i => star (f i) ⬝ᵥ h *ᵥ g j) := by
      ext i l
      by_cases hl : l = j
      · subst hl
        simp [overlap]
      · simp [overlap, hl]
    rw [ov, t, ← Matrix.cramer_apply, Matrix.cramer_eq_adjugate_mulVec]
    change ∑ i, (overlap f g).adjugate j i * (star (f i) ⬝ᵥ h *ᵥ g j) = _
    exact Finset.sum_congr rfl fun i _ => mul_comm _ _
  rw [oneBody_slater hF, inner_sum]
  simp only [step]
  exact Finset.sum_comm

/-- For an invertible overlap matrix the matrix element is
`det S` times `∑_ij ⟨f_i, h g_j⟩ (S⁻¹)_ji`. -/
theorem lowdin_rule_inverse (hF : IsFermionic a c v) (h : Matrix ι ι ℂ) {k : ℕ}
    (f g : Fin k → ι → ℂ) (hS : (overlap f g).det ≠ 0) :
    inner ℂ (slater c v f) (oneBody a c h (slater c v g)) =
      (overlap f g).det * ∑ i, ∑ j, (star (f i) ⬝ᵥ h *ᵥ g j) * (overlap f g)⁻¹ j i := by
  have e : (overlap f g).adjugate = (overlap f g).det • (overlap f g)⁻¹ := by
    rw [Matrix.inv_def, smul_smul, Ring.mul_inverse_cancel _ (isUnit_iff_ne_zero.mpr hS),
      one_smul]
  rw [lowdin_rule hF, e]
  simp only [Matrix.smul_apply, smul_eq_mul, Finset.mul_sum]
  exact Finset.sum_congr rfl fun i _ => Finset.sum_congr rfl fun j _ => by ring

/-- For corresponding orbitals, `⟨f_i, g_j⟩ = d_i δ_ij`, each pair contributes `⟨f_i, h g_i⟩`
times the product of the overlaps of all other pairs. -/
theorem lowdin_rule_corresponding (hF : IsFermionic a c v) (h : Matrix ι ι ℂ) {k : ℕ}
    (f g : Fin k → ι → ℂ) (d : Fin k → ℂ) (hS : overlap f g = Matrix.diagonal d) :
    inner ℂ (slater c v f) (oneBody a c h (slater c v g)) =
      ∑ i, (star (f i) ⬝ᵥ h *ᵥ g i) * ∏ l ∈ Finset.univ.erase i, d l := by
  rw [lowdin_rule hF, hS, Matrix.adjugate_diagonal]
  simp [Matrix.diagonal_apply]

/-- Creators of two modes on `ℂ⁴`, in the basis empty, first, second, both modes occupied. -/
def twoModeC : Fin 2 → EuclideanSpace ℂ (Fin 4) →ₗ[ℂ] EuclideanSpace ℂ (Fin 4) :=
  ![{ toFun := fun x => !₂[0, x 0, 0, x 2]
      map_add' := by intro x y; ext i; fin_cases i <;> simp
      map_smul' := by intro r x; ext i; fin_cases i <;> simp },
    { toFun := fun x => !₂[0, 0, x 0, -x 1]
      map_add' := by intro x y; ext i; fin_cases i <;> simp [add_comm]
      map_smul' := by intro r x; ext i; fin_cases i <;> simp }]

/-- Annihilators of the two modes on `ℂ⁴`, in the same basis. -/
def twoModeA : Fin 2 → EuclideanSpace ℂ (Fin 4) →ₗ[ℂ] EuclideanSpace ℂ (Fin 4) :=
  ![{ toFun := fun x => !₂[x 1, 0, x 3, 0]
      map_add' := by intro x y; ext i; fin_cases i <;> simp
      map_smul' := by intro r x; ext i; fin_cases i <;> simp },
    { toFun := fun x => !₂[x 2, -x 3, 0, 0]
      map_add' := by intro x y; ext i; fin_cases i <;> simp [add_comm]
      map_smul' := by intro r x; ext i; fin_cases i <;> simp }]

/-- The two-mode operators on `ℂ⁴`, with the first basis vector as vacuum, are fermionic. -/
theorem isFermionic_witness : IsFermionic twoModeA twoModeC !₂[1, 0, 0, 0] where
  anti := by
    intro p q x
    ext i
    fin_cases p <;> fin_cases q <;> fin_cases i <;> simp [twoModeC]
  car := by
    intro p q x
    ext i
    fin_cases p <;> fin_cases q <;> fin_cases i <;> simp [twoModeC, twoModeA]
  adj := by
    intro p x y
    fin_cases p <;> simp [twoModeC, twoModeA, PiLp.inner_apply, Fin.sum_univ_four]
  vac := by
    intro p
    ext i
    fin_cases p <;> fin_cases i <;> simp [twoModeA]
  unit := by simp [EuclideanSpace.norm_eq, Fin.sum_univ_four]

end

end LowdinRule
```

```lean
#print axioms LowdinRule.lowdin_rule
-- 'LowdinRule.lowdin_rule' depends on axioms: [propext, Classical.choice, Quot.sound]
#print axioms LowdinRule.lowdin_rule_inverse
-- 'LowdinRule.lowdin_rule_inverse' depends on axioms: [propext, Classical.choice, Quot.sound]
#print axioms LowdinRule.lowdin_rule_corresponding
-- 'LowdinRule.lowdin_rule_corresponding' depends on axioms: [propext, Classical.choice, Quot.sound]
```

## Orbitals, operators and the matrix element

The finite type `ι` labels orthonormal one-particle modes, with spin included in the label if needed. An orbital is a coefficient vector `ι → ℂ`, and `star f ⬝ᵥ g` is $\langle f,g\rangle=\sum_p\overline{f_p}g_p$. For coefficients in a non-orthogonal atomic basis $\chi_\mu$, the same inner products are $\langle f,g\rangle=\sum_{\mu\nu}\overline{f_\mu}\langle\chi_\mu,\chi_\nu\rangle g_\nu$ and $\langle f,hg\rangle=\sum_{\mu\nu}\overline{f_\mu}\langle\chi_\mu,h\chi_\nu\rangle g_\nu$. The rule holds with these numbers, although the Lean statements are written for orthonormal modes.

`IsFermionic a c v` collects the assumptions on the many-particle space `H`: creators anticommute, $a_pc_q+c_qa_p=\delta_{pq}$, $c_p$ is adjoint to $a_p$, and $v$ is a normalised state with no particles. `isFermionic_witness` confirms these conditions for two modes on $\mathbb C^4$, where the minus signs are those of Jordan–Wigner.

With $c(f)=\sum_pf_pc_p$, `slater c v f` is $\Phi_f=c(f_0)\cdots c(f_{k-1})v$, and `oneBody a c h` is $G(h)=\sum_{pq}h_{pq}c_pa_q$. The theorem `lowdin_rule` states

$$\langle\Phi_f,G(h)\Phi_g\rangle=\sum_{ij}\langle f_i,hg_j\rangle\,\mathrm{adj}(S)_{ji}.$$

The matrix $h$ need not be Hermitian, and $S$ may be singular. Both determinants have the same $k$; for $k=0$ both sides vanish.

The determinants need not be normalised; they are if the orbitals within each set are orthonormal. In general, for normalised states, divide by $\sqrt{\det S^{ff}\det S^{gg}}$, where $S^{ff}$ and $S^{gg}$ are the overlap matrices within each set, provided neither determinant is zero.

Such matrix elements occur in non-orthogonal configuration interaction; the rule here supplies its one-body part in a finite mode space, not the Coulomb repulsion.

## From anticommutators to cofactors

**Removing an orbital.** Put $a(f)=\sum_p\overline{f_p}a_p$. The anticommutator gives $a_pc(g)=g_p-c(g)a_p$ (`mode_create`). Multiplying by $\overline{f_p}$ and summing yields $a(f)c(g)=\langle f,g\rangle-c(g)a(f)$ (`annihilate_create`). Moving $a(f)$ through all creators until it meets $v$ gives, for $k\ge1$,

$$a(f)\Phi_g=\sum_j(-1)^j\langle f,g_j\rangle\,\Phi_{g\setminus g_j}.$$

`annihilate_slater` proves this by induction on the number of orbitals, splitting off the term $j=0$.

**Replacing an orbital.** Since $c_pc(g)=-c(g)c_p$,

$$G(h)c(g)=\sum_{pq}h_{pq}c_p\bigl(g_q-c(g)a_q\bigr)=c(hg)+c(g)G(h).$$

This is `oneBody_create`. Because $G(h)v=0$, repeating it gives $G(h)\Phi_g=\sum_j\Phi_{g[j\to hg_j]}$, the content of `oneBody_slater`; `Function.update` expresses the replacement.

**Evaluating the overlaps.** Moving $c(f_0)$ to the other side of the inner product gives

$$\langle\Phi_f,\Phi_g\rangle=\langle\Phi_{f\setminus f_0},a(f_0)\Phi_g\rangle=\sum_j(-1)^jS_{0j}\langle\Phi_{f\setminus f_0},\Phi_{g\setminus g_j}\rangle.$$

This is the expansion of $\det S$ along its first row, so induction from $\langle v,v\rangle=1$ gives $\langle\Phi_f,\Phi_g\rangle=\det S$. Inside `lowdin_rule`, this is `ov`, and `Matrix.det_succ_row_zero` supplies the expansion.

Replacing $g_j$ by $hg_j$ replaces column $j$ of $S$ by the numbers $\langle f_i,hg_j\rangle$. Expanding along that column gives

$$\langle\Phi_f,\Phi_{g[j\to hg_j]}\rangle=\sum_i\langle f_i,hg_j\rangle\,\mathrm{adj}(S)_{ji},$$

since $\mathrm{adj}(S)_{ji}$ is the cofactor of $S_{ij}$. The local result `step` obtains this from Mathlib's form of Cramer's rule. Summing over $j$ finishes the proof.

## Invertible and diagonal overlaps

If $\det S\ne0$, substituting $\mathrm{adj}(S)=\det(S)\,S^{-1}$ gives `lowdin_rule_inverse`:

$$\langle\Phi_f,G(h)\Phi_g\rangle=\det S\sum_{ij}\langle f_i,hg_j\rangle(S^{-1})_{ji}.$$

If $S_{ij}=d_i\delta_{ij}$, the adjugate is diagonal with entries $\prod_{l\ne i}d_l$, so `lowdin_rule_corresponding` gives

$$\langle\Phi_f,G(h)\Phi_g\rangle=\sum_i\langle f_i,hg_i\rangle\prod_{l\ne i}d_l.$$

When exactly one $d_m$ vanishes, only the term $i=m$ can survive; when two or more vanish, the matrix element is zero. The diagonal form is a hypothesis; the orbital rotations that produce it are not constructed here.

## A concrete Fock space as the starting point

Another model would take `H` to be the complex functions on subsets of `ι`, with signed creators defined explicitly. The anticommutation relations would then be theorems for every finite number of modes, but the rule would be stated for that one space instead of for every space satisfying `IsFermionic`.
